# The charge at the barrier of a ballistic channel never rises with barrier height, and its slope is fixed by the source and drain occupations

In a two-dimensional ballistic channel with one parabolic subband, half of the states at the barrier are filled from the source and half from the drain, each with its own chemical potential. The declaration takes the charge, in electrons, as an explicit function of the barrier energy `u`, with the effective number of states `D ≥ 0` and the thermal energy `kT > 0` held fixed. It states that this charge is nonincreasing in `u`, and that its derivative at every `u` is `-D / (2 kT)` times the sum of the two Fermi occupations there. The attempt proves the first part with `gcongr`. For the second it differentiates each reservoir's logarithm by the chain rule, having rewritten the Fermi occupation as `E / (1 + E)` with `E = exp((μ - u) / kT)`, and adds the two results.

As first written in Lean, the proof fails:

```lean
import Mathlib

open Filter Topology

namespace BallisticTransistor

noncomputable section

/-- The Fermi occupation at energy `u` for chemical potential `μ` and thermal energy `kT > 0`. -/
def fermi (kT μ u : ℝ) : ℝ := 1 / (1 + Real.exp ((u - μ) / kT))

/-- The charge, in electrons, at a barrier of height `u` in a two-dimensional ballistic channel with
one parabolic subband. Half of the states are filled from the source and half from the drain; `D` is
the effective number of states and `kT > 0`. -/
def ballisticCharge (D kT μS μD u : ℝ) : ℝ :=
  D / 2 * (Real.log (1 + Real.exp ((μS - u) / kT)) + Real.log (1 + Real.exp ((μD - u) / kT)))

/-- The ballistic charge is nonincreasing in the barrier energy, and its slope is
`-D / (2 kT)` times the sum of the source and drain occupations at the barrier. -/
theorem ballisticCharge_antitone_and_slope {D kT : ℝ} (hD : 0 ≤ D) (hT : 0 < kT) (μS μD : ℝ) :
    Antitone (ballisticCharge D kT μS μD) ∧
    ∀ u, HasDerivAt (ballisticCharge D kT μS μD)
      (-(D / (2 * kT) * (fermi kT μS u + fermi kT μD u))) u := by
  refine ⟨fun u v huv => ?_, fun u => ?_⟩
  · unfold ballisticCharge
    gcongr
  · -- each reservoir contributes its own Fermi occupation
    have key : ∀ μ : ℝ, HasDerivAt (fun v => Real.log (1 + Real.exp ((μ - v) / kT)))
        (-(fermi kT μ u) / kT) u := by
      intro μ
      have h1 : HasDerivAt (fun v => (μ - v) / kT) (-1 / kT) u :=
        ((hasDerivAt_id' u).const_sub μ).div_const kT
      have hE : 0 < Real.exp ((μ - u) / kT) := Real.exp_pos _
      have hE1 : 1 + Real.exp ((μ - u) / kT) ≠ 0 := by positivity
      have hf : fermi kT μ u
          = Real.exp ((μ - u) / kT) / (1 + Real.exp ((μ - u) / kT)) := by
        have hx : (u - μ) / kT = -((μ - u) / kT) := by ring
        unfold fermi
        rw [hx, Real.exp_neg, div_eq_div_iff (by positivity) hE1, mul_add,
          mul_inv_cancel₀ hE.ne']
        ring
      refine ((h1.exp.const_add 1).log hE1).congr_deriv ?_
      rw [hf]
      ring
    refine (((key μS).fun_add (key μD)).const_mul (D / 2)).congr_deriv ?_
    ring

end

end BallisticTransistor
```

Messages:

```
Main.lean:40:10: error: Tactic `rewrite` failed: Did not find an occurrence of the pattern
  Real.exp ((μ - u) / kT) * (Real.exp ((μ - u) / kT))⁻¹
in the target expression
  1 * 1 + 1 * Real.exp ((μ - u) / kT) = Real.exp ((μ - u) / kT) * (1 + (Real.exp ((μ - u) / kT))⁻¹)

D kT : ℝ
hD : 0 ≤ D
hT : 0 < kT
μS μD u μ : ℝ
h1 : HasDerivAt (fun v => (μ - v) / kT) (-1 / kT) u
hE : 0 < Real.exp ((μ - u) / kT)
hE1 : 1 + Real.exp ((μ - u) / kT) ≠ 0
hx : (u - μ) / kT = -((μ - u) / kT)
⊢ 1 * 1 + 1 * Real.exp ((μ - u) / kT) = Real.exp ((μ - u) / kT) * (1 + (Real.exp ((μ - u) / kT))⁻¹)
```

What went wrong. The error lies in the proof of `hf`, the identity that rewrites the Fermi occupation. Write `E` for `Real.exp ((μ - u) / kT)`. After `div_eq_div_iff` the goal is `1 * (1 + E) = E * (1 + E⁻¹)`, and `mul_add` is meant to expand the right side, so that `mul_inv_cancel₀` can replace `E * E⁻¹` by 1.

But `rw` fixes the variables of a lemma at the first match it finds, and rewrites only instances of that match. Here the first match for `mul_add` is the left side, `1 * (1 + E)`, which becomes `1 * 1 + 1 * E`. The right side stays factored, as the target in the message shows, so the product `E * E⁻¹` does not occur in it and the next rewrite fails.

The repair puts `one_mul` before `mul_add`. This turns the left side into `1 + E`, which is no longer a product, so `mul_add` now expands the right side to `E * 1 + E * E⁻¹`. The cancellation then applies, and `ring` closes `1 + E = E * 1 + 1`.

Fix (accepted with no message):

```diff
@@ -37,5 +37,5 @@
         have hx : (u - μ) / kT = -((μ - u) / kT) := by ring
         unfold fermi
-        rw [hx, Real.exp_neg, div_eq_div_iff (by positivity) hE1, mul_add,
+        rw [hx, Real.exp_neg, div_eq_div_iff (by positivity) hE1, one_mul, mul_add,
           mul_inv_cancel₀ hE.ne']
         ring
```
